# If a pair function is $A+Br$ up to $Cr^2$, its erfc short-range energy has $\mu^{-3}$ coefficient $(4\sqrt\pi/3)B$

Put the pair function $f(r)=Br$ into the short-range interaction $\mathrm{erfc}(\mu r)/r$, where $\mu>0$ is the range-separation parameter and

$$\mathrm{erfc}(x)=\frac{2}{\sqrt\pi}\int_x^\infty e^{-t^2}\,dt .$$

With $x=\mu r$ the energy becomes

$$\int_0^\infty 4\pi r\,(Br)\,\mathrm{erfc}(\mu r)\,dr=\frac{4\pi B}{\mu^3}\int_0^\infty x^2\,\mathrm{erfc}(x)\,dx .$$

A constant $f=A$ gives $\mu^{-2}$ in the same way, so each extra power of $r$ brings one more power of $1/\mu$. For a general $f$ close to $A+Br$ at small $r$, I therefore expect the energy to be $\pi A/\mu^2+(4\sqrt\pi/3)B/\mu^3$ plus something smaller. Can this be proved with an explicit condition on the remainder, and checked in Lean?

## Three moments of erfc and a bound on the remainder

Yes, if $|f(r)-A-Br|\le Cr^2$ for all $r>0$ and $f$ is measurable. Write

$$E(\mu)=\int_0^\infty 4\pi r f(r)\,\mathrm{erfc}(\mu r)\,dr .$$

The derivative of erfc is $-(2/\sqrt\pi)e^{-x^2}$, and $\mathrm{erfc}(0)=1$. For $t>x\ge1$ we have $e^{-t^2}\le e^{-t}$, so $\mathrm{erfc}(x)\le(2/\sqrt\pi)e^{-x}$, and $x^n\,\mathrm{erfc}(x)\to0$ for every $n$. Now take

$$\begin{aligned}
F_1&=\left(\tfrac{x^2}{2}-\tfrac14\right)\mathrm{erfc}(x)-\tfrac{x}{2}\,\tfrac{e^{-x^2}}{\sqrt\pi},\\
F_2&=\tfrac{x^3}{3}\,\mathrm{erfc}(x)-\left(\tfrac{x^2}{3}+\tfrac13\right)\tfrac{e^{-x^2}}{\sqrt\pi},\\
F_3&=\left(\tfrac{x^4}{4}-\tfrac{3}{16}\right)\mathrm{erfc}(x)-\left(\tfrac{x^3}{4}+\tfrac{3x}{8}\right)\tfrac{e^{-x^2}}{\sqrt\pi}.
\end{aligned}$$

On differentiation the Gaussian terms cancel. For $F_2$ their coefficient is $-\tfrac{2x^3}{3}-\tfrac{2x}{3}+2x\left(\tfrac{x^2}{3}+\tfrac13\right)=0$; for $F_1$ it is $-x^2+\tfrac12-\tfrac12+x^2=0$; for $F_3$ it is $-\tfrac{x^4}{2}+\tfrac38-\tfrac{3x^2}{4}-\tfrac38+\tfrac{x^4}{2}+\tfrac{3x^2}{4}=0$. Hence $F_n'=x^n\,\mathrm{erfc}(x)$. Each $F_n$ vanishes at infinity, so the integral of $x^n\,\mathrm{erfc}(x)$ over $x>0$ is $-F_n(0)$. Rescaling by $x=\mu r$ gives

$$\int_0^\infty r^n\,\mathrm{erfc}(\mu r)\,dr=\frac{1}{4\mu^2},\quad \frac{1}{3\sqrt\pi\,\mu^3},\quad \frac{3}{16\mu^4}\qquad(n=1,2,3).$$

Multiplying by $4\pi$ and the coefficients gives, for $f=A+Br+Dr^2$,

$$E(\mu)=\frac{\pi A}{\mu^2}+\frac{4\sqrt\pi}{3}\frac{B}{\mu^3}+\frac{3\pi}{4}\frac{D}{\mu^4}.$$

For general $f$, the linear part contributes the first two terms. The remainder contributes at most

$$\int_0^\infty 4\pi r\,(Cr^2)\,\mathrm{erfc}(\mu r)\,dr=\frac{3\pi}{4}\frac{C}{\mu^4}.$$

Multiplying by $\mu^3$ leaves an error of at most $3\pi C/(4\mu)$, which tends to zero, so

$$\mu^3\left(E(\mu)-\frac{\pi A}{\mu^2}\right)\to\frac{4\sqrt\pi}{3}B .$$

In the limiting case $C=0$, $f$ equals $A+Br$ for $r>0$ and the two-term formula is exact at every $\mu>0$. At the other end, $f=A+Br+Cr^2$ attains the error bound, so its constant is the best possible.

## What the Lean statements say about the pair function

`erfc` is the Gaussian tail integral above, and `shortRangeEnergy f μ` is $E(\mu)$. The factor $4\pi r$ is the volume element $4\pi r^2$ times the $1/r$ of the interaction. Any density prefactor or factor of one half belongs in `f`.

The final theorem, `shortRangeEnergy_tendsto`, has two hypotheses. `hf` says that `f` is measurable on the positive half-line, up to a set of measure zero. `hC` is the quadratic bound, required at every `r > 0`; the value at $r=0$ plays no role. Physically, $A$ is the pair function at contact and $B$ its slope there. For electrons with Coulomb repulsion the cusp condition ties $B$ to $A$, but here both are free numbers. The bound also restricts $f$ at large $r$, though a bounded $f$ that satisfies it near contact satisfies it everywhere once $C$ is enlarged.

The conclusion is the limit as `μ` runs to `atTop`, that is, to $+\infty$. `shortRangeEnergy_error` is stronger: it bounds the error at each finite `μ > 0`.

For a fixed state whose pair function satisfies the bound, this relates the expectation value of the short-range interaction at large $\mu$ to contact properties. The short-range functional of range-separated density functional theory is a different quantity: it involves wavefunctions that themselves change with $\mu$, so the theorem does not by itself give that functional's $\mu^{-3}$ coefficient. The file does not derive $f$ from a many-electron state, of the uniform gas or any other system.

```lean
import Mathlib

open MeasureTheory Set Filter Topology
open scoped Real

namespace ShortRangeElectronGas

noncomputable section

/-- The complementary error function, as the normalised tail of a Gaussian. -/
def erfc (x : ℝ) : ℝ := 2 / √π * ∫ t in Ioi x, Real.exp (-t ^ 2)

/-- The energy of a radial pair function `f` in the short-range interaction `erfc (μ r) / r`;
the volume element `4 π r ^ 2` has absorbed the factor `1 / r`. -/
def shortRangeEnergy (f : ℝ → ℝ) (μ : ℝ) : ℝ :=
  ∫ r in Ioi (0 : ℝ), 4 * π * r * f r * erfc (μ * r)

/-- The Gaussian is integrable on the whole line. -/
theorem gaussian_integrable : Integrable (fun t : ℝ => Real.exp (-t ^ 2)) := by
  simpa using integrable_exp_neg_mul_sq (b := 1) one_pos

/-- The complementary error function is nowhere negative. -/
theorem erfc_nonneg (x : ℝ) : 0 ≤ erfc x :=
  mul_nonneg (by positivity) (integral_nonneg fun _ => (Real.exp_pos _).le)

/-- The derivative of the complementary error function at `x` is `-(2 / √π) * exp (-x ^ 2)`. -/
theorem hasDerivAt_erfc (x : ℝ) :
    HasDerivAt erfc (-(2 / √π) * Real.exp (-x ^ 2)) x := by
  -- write the tail as a constant minus an integral with a moving upper limit
  have hE : erfc = fun y => 2 / √π * ((∫ t in Ioi (0 : ℝ), Real.exp (-t ^ 2)) -
      ∫ t in (0 : ℝ)..y, Real.exp (-t ^ 2)) := by
    funext y
    have h0 := integral_add_compl (measurableSet_Iic (a := (0 : ℝ))) gaussian_integrable
    have hy := integral_add_compl (measurableSet_Iic (a := y)) gaussian_integrable
    have hd := intervalIntegral.integral_Iic_sub_Iic
      (gaussian_integrable.integrableOn (s := Iic 0))
      (gaussian_integrable.integrableOn (s := Iic y))
    rw [compl_Iic] at h0 hy
    unfold erfc
    congr 1
    linarith
  rw [hE]
  have hc : Continuous fun t : ℝ => Real.exp (-t ^ 2) := by fun_prop
  have h := (hc.integral_hasStrictDerivAt 0 x).hasDerivAt
  exact ((h.const_sub _).const_mul (2 / √π)).congr_deriv (by ring)

/-- As `x` tends to `+∞`, the Gaussian and the complementary error function both tend to zero even
after multiplication by any fixed power `x ^ n`. -/
theorem tendsto_pow_mul (n : ℕ) :
    Tendsto (fun x : ℝ => x ^ n * Real.exp (-x ^ 2)) atTop (𝓝 0) ∧
    Tendsto (fun x : ℝ => x ^ n * erfc x) atTop (𝓝 0) := by
  have h := Real.tendsto_pow_mul_exp_neg_atTop_nhds_zero n
  constructor
  · refine squeeze_zero' ?_ ?_ h
    · filter_upwards [eventually_ge_atTop (1 : ℝ)] with x hx
      have hx0 : 0 ≤ x := by linarith
      positivity
    · filter_upwards [eventually_ge_atTop (1 : ℝ)] with x hx
      have hx0 : 0 ≤ x := by linarith
      exact mul_le_mul_of_nonneg_left (Real.exp_le_exp.mpr (by nlinarith)) (by positivity)
  · have h2 := h.const_mul (2 / √π)
    rw [mul_zero] at h2
    refine squeeze_zero' ?_ ?_ h2
    · filter_upwards [eventually_ge_atTop (1 : ℝ)] with x hx
      exact mul_nonneg (pow_nonneg (by linarith) n) (erfc_nonneg x)
    · filter_upwards [eventually_ge_atTop (1 : ℝ)] with x hx
      have hx0 : 0 ≤ x := by linarith
      -- beyond 1 the Gaussian lies below a simple exponential
      have hb : (∫ t in Ioi x, Real.exp (-t ^ 2)) ≤ Real.exp (-x) := by
        calc (∫ t in Ioi x, Real.exp (-t ^ 2)) ≤ ∫ t in Ioi x, Real.exp (-t) := by
              refine setIntegral_mono_on gaussian_integrable.integrableOn
                (by simpa using exp_neg_integrableOn_Ioi x (one_pos : (0 : ℝ) < 1))
                measurableSet_Ioi (fun t ht => Real.exp_le_exp.mpr ?_)
              have ht' : x < t := ht
              nlinarith
          _ = Real.exp (-x) := integral_exp_neg_Ioi x
      calc x ^ n * erfc x = 2 / √π * (x ^ n * ∫ t in Ioi x, Real.exp (-t ^ 2)) := by
            unfold erfc; ring
        _ ≤ 2 / √π * (x ^ n * Real.exp (-x)) := by gcongr

/-- If `F` is an antiderivative of `x ^ n * erfc x` that vanishes at infinity and equals `-v` at
the origin, then for `μ > 0` the `n`-th radial moment of `erfc (μ r)` is `v / μ ^ (n + 1)`. -/
theorem moment_of_antiderivative {n : ℕ} {F : ℝ → ℝ} {v μ : ℝ}
    (hF : ∀ x, HasDerivAt F (x ^ n * erfc x) x) (h0 : F 0 = -v)
    (hlim : Tendsto F atTop (𝓝 0)) (hμ : 0 < μ) :
    IntegrableOn (fun r => r ^ n * erfc (μ * r)) (Ioi 0) ∧
      ∫ r in Ioi (0 : ℝ), r ^ n * erfc (μ * r) = v / μ ^ (n + 1) := by
  have hG : ∀ x ∈ Ici (0 : ℝ),
      HasDerivAt (fun r => F (μ * r) / μ ^ (n + 1)) (x ^ n * erfc (μ * x)) x := by
    intro x _
    have h1 : HasDerivAt (fun r : ℝ => μ * r) μ x := by
      simpa using (hasDerivAt_id x).const_mul μ
    have h2 := ((hF (μ * x)).comp x h1).div_const (μ ^ (n + 1))
    refine h2.congr_deriv ?_
    rw [div_eq_iff (by positivity)]
    ring
  have hpos : ∀ x ∈ Ioi (0 : ℝ), 0 ≤ x ^ n * erfc (μ * x) := fun x hx =>
    mul_nonneg (pow_nonneg (le_of_lt hx) n) (erfc_nonneg _)
  have hl : Tendsto (fun r => F (μ * r) / μ ^ (n + 1)) atTop (𝓝 0) := by
    have h := (hlim.comp (tendsto_id.const_mul_atTop hμ)).div_const (μ ^ (n + 1))
    rw [zero_div] at h
    exact h
  refine ⟨integrableOn_Ioi_deriv_of_nonneg' hG hpos hl, ?_⟩
  rw [integral_Ioi_of_hasDerivAt_of_nonneg' hG hpos hl]
  simp only [mul_zero, h0]
  ring

/-- For `μ > 0` the first three radial moments of `erfc (μ r)` are finite, with values
`1 / (4 μ ^ 2)`, `1 / (3 √π μ ^ 3)` and `3 / (16 μ ^ 4)`. -/
theorem erfc_moments {μ : ℝ} (hμ : 0 < μ) :
    (IntegrableOn (fun r => r ^ 1 * erfc (μ * r)) (Ioi 0) ∧
      ∫ r in Ioi (0 : ℝ), r ^ 1 * erfc (μ * r) = 1 / 4 / μ ^ 2) ∧
    (IntegrableOn (fun r => r ^ 2 * erfc (μ * r)) (Ioi 0) ∧
      ∫ r in Ioi (0 : ℝ), r ^ 2 * erfc (μ * r) = 1 / (3 * √π) / μ ^ 3) ∧
    (IntegrableOn (fun r => r ^ 3 * erfc (μ * r)) (Ioi 0) ∧
      ∫ r in Ioi (0 : ℝ), r ^ 3 * erfc (μ * r) = 3 / 16 / μ ^ 4) := by
  have hs : √π ≠ 0 := by positivity
  have e0 : erfc 0 = 1 := by
    have h : ∫ t in Ioi (0 : ℝ), Real.exp (-t ^ 2) = √π / 2 := by
      simpa using integral_gaussian_Ioi 1
    rw [erfc, h]
    field_simp
  have g0 : Real.exp (-(0 : ℝ) ^ 2) = 1 := by norm_num
  -- antiderivatives of the form polynomial * erfc - polynomial * Gaussian
  have key : ∀ (n i j k l : ℕ) (a b c d v : ℝ),
      (∀ x : ℝ, (a * (i * x ^ (i - 1)) + b * (j * x ^ (j - 1))) * erfc x +
        (2 * x * (c * x ^ k + d * x ^ l) - 2 * (a * x ^ i + b * x ^ j) -
          (c * (k * x ^ (k - 1)) + d * (l * x ^ (l - 1)))) * (Real.exp (-x ^ 2) / √π)
        = x ^ n * erfc x) →
      (a * 0 ^ i + b * 0 ^ j) - (c * 0 ^ k + d * 0 ^ l) / √π = -v →
      IntegrableOn (fun r => r ^ n * erfc (μ * r)) (Ioi 0) ∧
        ∫ r in Ioi (0 : ℝ), r ^ n * erfc (μ * r) = v / μ ^ (n + 1) := by
    intro n i j k l a b c d v hd hv
    refine moment_of_antiderivative (F := fun y => (a * y ^ i + b * y ^ j) * erfc y -
      (c * y ^ k + d * y ^ l) * (Real.exp (-y ^ 2) / √π)) (fun x => ?_) ?_ ?_ hμ
    · have hg : HasDerivAt (fun y : ℝ => Real.exp (-y ^ 2))
          (Real.exp (-x ^ 2) * (-(2 * x))) x :=
        ((hasDerivAt_pow 2 x).fun_neg.exp).congr_deriv (by norm_num)
      have hP := ((hasDerivAt_pow i x).const_mul a).fun_add ((hasDerivAt_pow j x).const_mul b)
      have hQ := ((hasDerivAt_pow k x).const_mul c).fun_add ((hasDerivAt_pow l x).const_mul d)
      refine ((hP.fun_mul (hasDerivAt_erfc x)).fun_sub
        (hQ.fun_mul (hg.div_const (√π)))).congr_deriv ?_
      rw [← hd x]
      ring
    · simp only [e0, g0]
      linear_combination hv
    · have h := (((tendsto_pow_mul i).2.const_mul a).add
        ((tendsto_pow_mul j).2.const_mul b)).sub
        (((tendsto_pow_mul k).1.const_mul (c / √π)).add
        ((tendsto_pow_mul l).1.const_mul (d / √π)))
      simp only [mul_zero, add_zero, sub_zero] at h
      refine h.congr fun x => ?_
      ring
  refine ⟨key 1 2 0 1 0 (1 / 2) (-1 / 4) (1 / 2) 0 (1 / 4) (fun x => ?_) (by ring),
    key 2 3 0 2 0 (1 / 3) 0 (1 / 3) (1 / 3) (1 / (3 * √π)) (fun x => ?_) (by ring),
    key 3 4 0 3 1 (1 / 4) (-3 / 16) (1 / 4) (3 / 8) (3 / 16) (fun x => ?_) (by ring)⟩ <;>
  · push_cast
    ring

/-- For `μ > 0` the short-range energy of the quadratic pair function `A + B r + D r ^ 2` is
exactly a sum of three inverse powers of `μ`. -/
theorem shortRangeEnergy_quadratic (A B D : ℝ) {μ : ℝ} (hμ : 0 < μ) :
    shortRangeEnergy (fun r => A + B * r + D * r ^ 2) μ =
      π * A / μ ^ 2 + 4 * √π / 3 * B / μ ^ 3 + 3 * π / 4 * D / μ ^ 4 := by
  obtain ⟨⟨i1, e1⟩, ⟨i2, e2⟩, ⟨i3, e3⟩⟩ := erfc_moments hμ
  have h : ∀ r : ℝ, 4 * π * r * (A + B * r + D * r ^ 2) * erfc (μ * r) =
      4 * π * A * (r ^ 1 * erfc (μ * r)) + 4 * π * B * (r ^ 2 * erfc (μ * r)) +
        4 * π * D * (r ^ 3 * erfc (μ * r)) := fun r => by ring
  have j1 : Integrable (fun r => 4 * π * A * (r ^ 1 * erfc (μ * r)))
    (volume.restrict (Ioi 0)) := i1.const_mul _
  have j2 : Integrable (fun r => 4 * π * B * (r ^ 2 * erfc (μ * r)))
    (volume.restrict (Ioi 0)) := i2.const_mul _
  have j3 : Integrable (fun r => 4 * π * D * (r ^ 3 * erfc (μ * r)))
    (volume.restrict (Ioi 0)) := i3.const_mul _
  have j12 : Integrable (fun r => 4 * π * A * (r ^ 1 * erfc (μ * r)) +
    4 * π * B * (r ^ 2 * erfc (μ * r))) (volume.restrict (Ioi 0)) := j1.add j2
  unfold shortRangeEnergy
  simp only [h]
  rw [integral_add j12 j3, integral_add j1 j2, integral_const_mul, integral_const_mul,
    integral_const_mul, e1, e2, e3]
  have hp : π / √π = √π := Real.div_sqrt
  linear_combination (4 * B / (3 * μ ^ 3)) * hp

/-- If a measurable pair function differs from `A + B r` by at most `C r ^ 2` at every `r > 0`,
then for every `μ > 0` its short-range energy differs from the two-term expansion
by at most `(3 π / 4) C / μ ^ 4`. -/
theorem shortRangeEnergy_error {f : ℝ → ℝ} {A B C μ : ℝ}
    (hf : AEMeasurable f (volume.restrict (Ioi 0)))
    (hC : ∀ r > 0, |f r - A - B * r| ≤ C * r ^ 2) (hμ : 0 < μ) :
    |shortRangeEnergy f μ - (π * A / μ ^ 2 + 4 * √π / 3 * B / μ ^ 3)| ≤
      3 * π / 4 * C / μ ^ 4 := by
  obtain ⟨⟨i1, _⟩, ⟨i2, _⟩, ⟨i3, e3⟩⟩ := erfc_moments hμ
  have hc : Continuous erfc :=
    continuous_iff_continuousAt.2 fun x => (hasDerivAt_erfc x).continuousAt
  have hm : AEMeasurable (fun r => 4 * π * r * (f r - A - B * r) * erfc (μ * r))
      (volume.restrict (Ioi 0)) := by
    have h1 : AEMeasurable (fun r => f r - A - B * r) (volume.restrict (Ioi 0)) :=
      (hf.sub_const A).sub (by fun_prop : Measurable fun r : ℝ => B * r).aemeasurable
    have h2 : Measurable fun r : ℝ => 4 * π * r := by fun_prop
    have h3 : Continuous fun r : ℝ => erfc (μ * r) :=
      hc.comp (continuous_const.mul continuous_id)
    exact (h2.aemeasurable.mul h1).mul h3.measurable.aemeasurable
  -- the remainder is dominated by the third moment
  have hb : ∀ᵐ r ∂(volume.restrict (Ioi (0 : ℝ))),
      ‖4 * π * r * (f r - A - B * r) * erfc (μ * r)‖ ≤
        4 * π * C * (r ^ 3 * erfc (μ * r)) := by
    refine (ae_restrict_iff' measurableSet_Ioi).2 (ae_of_all _ fun r hr => ?_)
    have hr0 : 0 < r := hr
    have he := erfc_nonneg (μ * r)
    have hCr := hC r hr0
    rw [Real.norm_eq_abs, abs_mul, abs_mul, abs_of_nonneg he,
      abs_of_pos (by positivity : 0 < 4 * π * r)]
    calc 4 * π * r * |f r - A - B * r| * erfc (μ * r)
        ≤ 4 * π * r * (C * r ^ 2) * erfc (μ * r) := by gcongr
      _ = 4 * π * C * (r ^ 3 * erfc (μ * r)) := by ring
  have j3 : Integrable (fun r => 4 * π * C * (r ^ 3 * erfc (μ * r)))
    (volume.restrict (Ioi 0)) := i3.const_mul _
  have jg := j3.mono' hm.aestronglyMeasurable hb
  have jl : Integrable (fun r => 4 * π * r * (A + B * r + 0 * r ^ 2) * erfc (μ * r))
      (volume.restrict (Ioi 0)) := by
    refine ((i1.const_mul (4 * π * A)).add (i2.const_mul (4 * π * B))).congr
      (ae_of_all _ fun r => ?_)
    simp only [Pi.add_apply]
    ring
  -- split the energy into remainder and linear part
  have hsplit : shortRangeEnergy f μ =
      (∫ r in Ioi (0 : ℝ), 4 * π * r * (f r - A - B * r) * erfc (μ * r)) +
        shortRangeEnergy (fun r => A + B * r + 0 * r ^ 2) μ := by
    unfold shortRangeEnergy
    rw [← integral_add jg jl]
    refine integral_congr_ae (ae_of_all _ fun r => ?_)
    ring
  have hn := norm_integral_le_of_norm_le j3 hb
  rw [integral_const_mul, e3, Real.norm_eq_abs] at hn
  rw [hsplit, shortRangeEnergy_quadratic A B 0 hμ]
  calc _ = |∫ r in Ioi (0 : ℝ), 4 * π * r * (f r - A - B * r) * erfc (μ * r)| := by
        congr 1; ring
    _ ≤ 4 * π * C * (3 / 16 / μ ^ 4) := hn
    _ = 3 * π / 4 * C / μ ^ 4 := by ring

/-- If a measurable pair function differs from `A + B r` by at most `C r ^ 2` at every `r > 0`,
then its short-range energy minus `π A / μ ^ 2`, multiplied by `μ ^ 3`, tends to
`(4 √π / 3) B` as `μ` tends to infinity. -/
theorem shortRangeEnergy_tendsto {f : ℝ → ℝ} {A B C : ℝ}
    (hf : AEMeasurable f (volume.restrict (Ioi 0)))
    (hC : ∀ r > 0, |f r - A - B * r| ≤ C * r ^ 2) :
    Tendsto (fun μ => μ ^ 3 * (shortRangeEnergy f μ - π * A / μ ^ 2)) atTop
      (𝓝 (4 * √π / 3 * B)) := by
  rw [tendsto_iff_norm_sub_tendsto_zero]
  have hlim : Tendsto (fun μ : ℝ => 3 * π / 4 * C / μ) atTop (𝓝 0) :=
    tendsto_const_nhds.div_atTop tendsto_id
  refine squeeze_zero' (Eventually.of_forall fun _ => norm_nonneg _) ?_ hlim
  filter_upwards [eventually_gt_atTop (0 : ℝ)] with μ hμ
  have hcancel : μ ^ 3 * (4 * √π / 3 * B / μ ^ 3) = 4 * √π / 3 * B :=
    mul_div_cancel₀ _ (by positivity)
  have heq : μ ^ 3 * (shortRangeEnergy f μ - π * A / μ ^ 2) - 4 * √π / 3 * B =
      μ ^ 3 * (shortRangeEnergy f μ - (π * A / μ ^ 2 + 4 * √π / 3 * B / μ ^ 3)) := by
    linear_combination hcancel
  rw [heq, Real.norm_eq_abs, abs_mul, abs_of_pos (by positivity : 0 < μ ^ 3)]
  calc _ ≤ μ ^ 3 * (3 * π / 4 * C / μ ^ 4) :=
        mul_le_mul_of_nonneg_left (shortRangeEnergy_error hf hC hμ) (by positivity)
    _ = 3 * π / 4 * C / μ := by field_simp

end

end ShortRangeElectronGas
```

```lean
#print axioms ShortRangeElectronGas.shortRangeEnergy_tendsto
```

```
'ShortRangeElectronGas.shortRangeEnergy_tendsto' depends on axioms: [propext, Classical.choice, Quot.sound]
```

## From the Gaussian tail to the limit

`hasDerivAt_erfc` writes the tail as a constant minus an integral from $0$ to $x$ and applies the fundamental theorem of calculus. `tendsto_pow_mul` squeezes both $x^n e^{-x^2}$ and $x^n\,\mathrm{erfc}(x)$ beneath multiples of $x^n e^{-x}$.

`moment_of_antiderivative` does the rescaling: it differentiates $F(\mu r)/\mu^{n+1}$ and reads off the integral from the values at the two ends. Because the integrand is nonnegative, the finite limit of the antiderivative also yields integrability.

In `erfc_moments`, the auxiliary claim `key` treats functions of the form polynomial times erfc minus polynomial times Gaussian, where each polynomial has two terms, and takes the derivative identity and the value at the origin as hypotheses. Its three uses supply the coefficients of $F_1$, $F_2$ and $F_3$, and `ring` confirms the cancellations. `shortRangeEnergy_quadratic` then adds the moments and uses $\pi/\sqrt\pi=\sqrt\pi$.

In `shortRangeEnergy_error`, `hb` is the pointwise domination of the remainder by the third moment's integrand. Together with measurability it makes the remainder integrable, which justifies the split `hsplit` into remainder and linear part. This matters because Lean assigns the value zero to a non-integrable integral. The linear part is evaluated by the quadratic formula with $D=0$.

Finally, `shortRangeEnergy_tendsto` multiplies the bound by $\mu^3$ and squeezes the distance from the limit between $0$ and $3\pi C/(4\mu)$.
